# Squared gradients of an even pair Jastrow exponent sum to two- and three-body terms

A transcorrelated calculation in an orbital basis uses integrals that can be sorted by how many electrons they couple. Take $H=-\tfrac12\sum_i\nabla_i^2+V$ in atomic units, with $V$ a multiplicative potential, and a correlation factor $e^{J}$. The product rule gives

$$e^{-J}He^{J}=H-\sum_i\Big(\tfrac12\nabla_i^2J+\nabla_iJ\cdot\nabla_i+\tfrac12|\nabla_iJ|^2\Big).$$

When $J$ is a sum over pairs, the first two terms in the bracket couple at most two electrons. The squared gradient multiplies pair terms together, so its particle content has to be worked out. For an exponent built from one even pair function, with no one-body or higher correlation terms, the answer is that the squared gradient calls for two-electron and three-electron integrals at most.

## Expanding the square

Let particles $i=0,\dots,N-1$ sit at positions $x_i$ in a real Hilbert space, for instance the line or ordinary space. Let $u$ be a real function with $u(-r)=u(r)$, differentiable at every separation $x_i-x_j$ with $i\neq j$, and set

$$J(x)=\sum_{i<j}u(x_i-x_j).$$

Write $g_{ij}=\nabla u(x_i-x_j)$ for $i\ne j$. The claim is

$$\sum_i|\nabla_iJ|^2=2\sum_{i<j}|g_{ij}|^2+2\sum_i\sum_{\substack{j<k\\ j,k\neq i}}\langle g_{ij},g_{ik}\rangle .$$

Differentiating $u(-r)=u(r)$ gives $-\nabla u(-r)=\nabla u(r)$. The gradient is therefore odd, and $g_{ji}=-g_{ij}$.

Next, vary $x_i$ alone. A pair without $i$ contributes nothing. A pair $i<j$ contributes $g_{ij}$. A pair $j<i$ enters $J$ as $u(x_j-x_i)$, which equals $u(x_i-x_j)$ by evenness, so it also contributes $g_{ij}$. Hence

$$\nabla_iJ=\sum_{j\ne i}g_{ij}.$$

Squaring separates equal partners from different ones:

$$|\nabla_iJ|^2=\sum_{j\neq i}|g_{ij}|^2+2\sum_{\substack{j<k\\ j,k\neq i}}\langle g_{ij},g_{ik}\rangle .$$

Finally, sum over $i$. Since $|g_{ji}|=|g_{ij}|$, the first term meets each pair twice and becomes $2\sum_{i<j}|g_{ij}|^2$. The second term involves three distinct particles, with $i$ as the centre. For $N=2$ it is empty, and for $N\le1$ both sides vanish.

## Three particles in numbers

Take $u(r)=r^2/2$ on the line, so that $u'(r)=r$, with $x_0=0$, $x_1=1$, $x_2=3$. This $u$ is chosen for easy arithmetic, not as a realistic description of correlation. The derivatives of $J$ are

- $\partial_0J=-1-3=-4$,
- $\partial_1J=1-2=-1$,
- $\partial_2J=3+2=5$,

and their squares sum to $16+1+25=42$. The two-body term is $2(1+9+4)=28$. The three-body term is $2\big[(-1)(-3)+(1)(-2)+(3)(2)\big]=14$. Together they give $42$.

## The integrals in a program

With the prefactor $-\tfrac12$ from the transformed Hamiltonian, each pair receives the potential $-|g_{ij}|^2$, which can be added to the two-electron integrals. Each triple receives minus the sum of three inner products, one for each choice of centre, which in general calls for three-electron integrals. Special choices of $u$ simplify: for $u(r)=r^2/2$ this sum is half the sum of the three squared separations, hence a sum of pair functions. A code that evaluates $J$ at sampled positions has no need of the expansion: it can accumulate $\nabla_iJ$ for each particle and square it. Comparing the two evaluations at a few configurations of three or more particles can expose a wrong factor of two. The choice $u(r)=r^2/2$ is a poor test with three particles, because its two-body term is always twice its three-body term and compensating errors would pass.

## Positions, exponent and particle gradient in Lean

The type `E` is the space in which one particle moves, and a configuration is a function `x : Fin N → E`.

```lean
import Mathlib

open Finset

namespace TranscorrelatedGradientSquare

noncomputable section

variable {E : Type*} [NormedAddCommGroup E] [InnerProductSpace ℝ E] {N : ℕ}
```

The exponent counts each pair once and uses the same `u` for all of them, so spin-dependent factors are not covered.

```lean
/-- The correlation exponent `J`: the sum of `u (x i - x j)` over all pairs `i < j`. -/
def jastrow (u : E → ℝ) (x : Fin N → E) : ℝ :=
  ∑ i, ∑ j with i < j, u (x i - x j)
```

To differentiate in one position, `Function.update x i r` moves particle `i` to `r` and leaves the others in place. The gradient is then taken at the actual position `x i`.

```lean
/-- The gradient of `f` with respect to the position of particle `i`, the others held fixed. -/
def particleGrad [CompleteSpace E] (i : Fin N) (f : (Fin N → E) → ℝ) (x : Fin N → E) : E :=
  gradient (fun r => f (Function.update x i r)) (x i)
```

## Sums over partners and pairs

The set `univ.erase i` contains every particle except `i`. The first lemma rewrites a sum over it as a full sum with one term set to zero.

```lean
/-- A sum over all particles other than `i` is a full sum with the term `i` set to zero. -/
lemma sum_others {M : Type*} [AddCommMonoid M] (i : Fin N) (f : Fin N → M) :
    ∑ j ∈ univ.erase i, f j = ∑ j, if j = i then 0 else f j := by
  rw [← sum_erase (a := i) (f := fun j => if j = i then 0 else f j) univ (by simp)]
  exact sum_congr rfl fun j hj => by simp [ne_of_mem_erase hj]
```

The second lemma is the algebra of the square. In `hsplit` each term is assigned to $j=k$, $j<k$ or $k<j$. Then `hdiag` collects the diagonal, and `hswap` exchanges the summation indices to show that the two off-diagonal parts are equal.

```lean
/-- A symmetric double sum is its diagonal plus twice the sum over pairs `j < k`. -/
lemma sum_symmetric (s : Finset (Fin N)) (g : Fin N → Fin N → ℝ)
    (hg : ∀ j k, g j k = g k j) :
    ∑ j ∈ s, ∑ k ∈ s, g j k
      = (∑ j ∈ s, g j j) + 2 * (∑ j ∈ s, ∑ k ∈ s with j < k, g j k) := by
  have hsplit : ∀ j k, g j k = (if j = k then g j k else 0)
      + (if j < k then g j k else 0) + (if k < j then g j k else 0) := by
    intro j k
    rcases lt_trichotomy j k with h | h | h
    · simp [h, h.ne, h.not_gt]
    · subst h; simp
    · simp [h, h.ne', h.not_gt]
  have hdiag : ∑ j ∈ s, ∑ k ∈ s, (if j = k then g j k else 0) = ∑ j ∈ s, g j j :=
    sum_congr rfl fun j hj => by simp [hj]
  have hswap : ∑ j ∈ s, ∑ k ∈ s, (if k < j then g j k else 0)
      = ∑ j ∈ s, ∑ k ∈ s, (if j < k then g j k else 0) := by
    rw [sum_comm]
    refine sum_congr rfl fun j _ => sum_congr rfl fun k _ => ?_
    rw [hg k j]
  rw [sum_congr rfl fun j _ => sum_congr rfl fun k _ => hsplit j k]
  simp only [sum_add_distrib]
  rw [hdiag, hswap]
  simp only [sum_filter]
  ring
```

## Evenness and the gradient of the exponent

Completeness of `E` is now assumed, because a gradient is the vector that represents the derivative through the inner product; `toDual` is that correspondence. The proof of oddness applies the chain rule to $s\mapsto u(-s)$ at $-r$ (`h2`), identifies this function with $u$ (`e`), and reads off the gradient.

```lean
variable [CompleteSpace E]

/-- If an even function `u` is differentiable at `r`, its gradient at `-r` is minus its gradient at
`r`. -/
theorem gradient_neg_of_even {u : E → ℝ} (hu : ∀ r, u (-r) = u r) {r : E}
    (hd : DifferentiableAt ℝ u r) : gradient u (-r) = -gradient u r := by
  have h : HasFDerivAt u (InnerProductSpace.toDual ℝ E (gradient u r)) (-(-r)) := by
    rw [neg_neg]
    exact hd.hasGradientAt.hasFDerivAt
  have h2 : HasFDerivAt (fun s => u (-s))
      ((InnerProductSpace.toDual ℝ E (gradient u r)).comp (-(ContinuousLinearMap.id ℝ E)))
      (-r) := h.comp (-r) (hasFDerivAt_id (-r)).neg
  have e : (fun s => u (-s)) = u := funext hu
  rw [e] at h2
  have eL : InnerProductSpace.toDual ℝ E (-gradient u r)
      = (InnerProductSpace.toDual ℝ E (gradient u r)).comp (-(ContinuousLinearMap.id ℝ E)) :=
    ContinuousLinearMap.ext fun v => by simp
  have h3 : HasGradientAt u (-gradient u r) (-r) := by
    rw [hasGradientAt_iff_hasFDerivAt, eL]
    exact h2
  exact h3.gradient
```

A fixed partner at $c$ only shifts the argument of $u$:

```lean
/-- Shifting the argument of `u` by a fixed position shifts its gradient. -/
lemma hasGradientAt_shift {u : E → ℝ} {a c : E} (hd : DifferentiableAt ℝ u (a - c)) :
    HasGradientAt (fun r => u (r - c)) (gradient u (a - c)) a := by
  rw [hasGradientAt_iff_hasFDerivAt]
  have h := hd.hasGradientAt.hasFDerivAt
  have h2 := HasFDerivAt.comp a h ((hasFDerivAt_id a).sub_const c)
  rw [ContinuousLinearMap.comp_id] at h2
  exact h2
```

The formula $\nabla_iJ=\sum_{j\neq i}g_{ij}$ comes next. In the proof, `D a b` is the contribution of the pair $a<b$ to the gradient for particle `i`. The step `hpair` treats the three cases of the derivation: `i` comes first, `i` comes second (where `hu` reverses the argument), or `i` is absent. The step `hsum` adds the pair gradients. The remaining lines merge the partners numbered below `i` with those numbered above it.

```lean
/-- For even `u`, differentiable at the separations of distinct particles, the gradient of `J` for
particle `i` is the sum of `∇u (x i - x j)` over the other particles `j`. -/
theorem particleGrad_jastrow {u : E → ℝ} (hu : ∀ r, u (-r) = u r) (x : Fin N → E)
    (hd : ∀ i j, i ≠ j → DifferentiableAt ℝ u (x i - x j)) (i : Fin N) :
    particleGrad i (jastrow u) x = ∑ j ∈ univ.erase i, gradient u (x i - x j) := by
  let G : Fin N → E := fun j => gradient u (x i - x j)
  let D : Fin N → Fin N → E := fun a b =>
    (if a = i then G b else 0) + (if b = i then G a else 0)
  -- the gradient of a single pair term
  have hpair : ∀ a b, a < b → HasGradientAt
      (fun r => u (Function.update x i r a - Function.update x i r b)) (D a b) (x i) := by
    intro a b hab
    by_cases ha : a = i
    · have hb : b ≠ i := fun h => hab.ne (ha.trans h.symm)
      simpa [D, G, ha, hb] using hasGradientAt_shift (hd i b hb.symm)
    · by_cases hb : b = i
      · have e : (fun r => u (x a - r)) = fun r => u (r - x a) :=
          funext fun r => by rw [← hu (x a - r), neg_sub]
        have h := hasGradientAt_shift (hd i a (Ne.symm ha))
        rw [← e] at h
        simpa [D, G, ha, hb] using h
      · simpa [D, ha, hb] using hasGradientAt_const (x i) (u (x a - x b))
  have hsum : HasGradientAt (fun r => jastrow u (Function.update x i r))
      (∑ a, ∑ b with a < b, D a b) (x i) := by
    rw [hasGradientAt_iff_hasFDerivAt]
    simp only [map_sum, jastrow]
    exact HasFDerivAt.fun_sum fun a _ => HasFDerivAt.fun_sum fun b hb =>
      (hpair a b (mem_filter.mp hb).2).hasFDerivAt
  -- split the contribution of a pair by whether `i` comes first or second
  have hD : ∀ a b, (if a < b then D a b else 0)
      = (if a = i then (if i < b then G b else 0) else 0)
        + (if b = i then (if a < i then G a else 0) else 0) := by
    intro a b
    by_cases ha : a = i <;> by_cases hb : b = i <;> simp [D, ha, hb]
  have hfirst : ∑ a, ∑ b, (if a = i then (if i < b then G b else 0) else 0)
      = ∑ b, (if i < b then G b else 0) := by
    rw [sum_comm]
    exact sum_congr rfl fun b _ => by rw [sum_ite_eq' univ i]; simp
  have hsecond : ∑ a, ∑ b, (if b = i then (if a < i then G a else 0) else 0)
      = ∑ a, (if a < i then G a else 0) :=
    sum_congr rfl fun a _ => by rw [sum_ite_eq' univ i]; simp
  rw [particleGrad, hsum.gradient, sum_others]
  simp only [sum_filter, hD, sum_add_distrib]
  rw [hfirst, hsecond, ← sum_add_distrib]
  refine sum_congr rfl fun j _ => ?_
  rcases lt_trichotomy j i with h | h | h
  · simp [G, h, h.ne, h.not_gt]
  · simp [h]
  · simp [G, h, h.ne', h.not_gt]
```

## The two-body and three-body terms

The main theorem is the displayed identity, stated for any `N` at a single configuration. Its hypotheses are evenness, `hu`, and differentiability at the separations of distinct particles, `hd`. Differentiability at zero separation is needed only if two particles coincide, so a pair function with a cusp at zero separation is admitted wherever all positions differ. The theorem concerns values of gradients; the similarity transformation and the integrals over orbitals belong to the surrounding calculation.

The step `hsq` expands the square for one particle using `sum_symmetric`. The step `hpairs` uses the same lemma again, now on the double sum over $i$ and $j$, with oddness supplying the required symmetry. This is where each pair is counted twice.

```lean
/-- For even `u`, differentiable at the separations of distinct particles, the sum of the squared
particle gradients of `J` consists of a two-body term and a three-body term. -/
theorem sum_sq_particleGrad_jastrow {u : E → ℝ} (hu : ∀ r, u (-r) = u r) (x : Fin N → E)
    (hd : ∀ i j, i ≠ j → DifferentiableAt ℝ u (x i - x j)) :
    ∑ i, ‖particleGrad i (jastrow u) x‖ ^ 2
      = 2 * (∑ i, ∑ j with i < j, ‖gradient u (x i - x j)‖ ^ 2)
        + 2 * (∑ i, ∑ j ∈ univ.erase i, ∑ k ∈ univ.erase i with j < k,
            inner ℝ (gradient u (x i - x j)) (gradient u (x i - x k))) := by
  -- expand each square into its diagonal and its cross terms
  have hsq : ∀ i, ‖particleGrad i (jastrow u) x‖ ^ 2
      = (∑ j ∈ univ.erase i, ‖gradient u (x i - x j)‖ ^ 2)
        + 2 * (∑ j ∈ univ.erase i, ∑ k ∈ univ.erase i with j < k,
            inner ℝ (gradient u (x i - x j)) (gradient u (x i - x k))) := by
    intro i
    rw [particleGrad_jastrow hu x hd i, ← real_inner_self_eq_norm_sq, sum_inner]
    simp only [inner_sum]
    rw [sum_symmetric (univ.erase i)
      (fun j k => inner ℝ (gradient u (x i - x j)) (gradient u (x i - x k)))
      (fun j k => real_inner_comm _ _)]
    simp only [real_inner_self_eq_norm_sq]
  -- the diagonal terms count every pair twice
  have hpairs : ∑ i, ∑ j ∈ univ.erase i, ‖gradient u (x i - x j)‖ ^ 2
      = 2 * (∑ i, ∑ j with i < j, ‖gradient u (x i - x j)‖ ^ 2) := by
    simp only [sum_others]
    rw [sum_symmetric univ
      (fun i j => if j = i then 0 else ‖gradient u (x i - x j)‖ ^ 2) ?_]
    · simp only [if_true, sum_const_zero, zero_add]
      congr 1
      refine sum_congr rfl fun i _ => sum_congr rfl fun j hj => ?_
      rw [if_neg (mem_filter.mp hj).2.ne']
    · intro i j
      by_cases h : i = j
      · simp [h]
      · rw [if_neg (Ne.symm h), if_neg h, ← neg_sub (x i) (x j),
          gradient_neg_of_even hu (hd i j h), norm_neg]
  rw [sum_congr rfl fun i _ => hsq i, sum_add_distrib, hpairs, ← mul_sum]
```

On the line, the gradient is the ordinary derivative and the inner product is multiplication, which gives the formula in terms of $u'$.

```lean
/-- For particles on a line and even `u`, differentiable at the separations of distinct particles,
the sum of the squared partial derivatives of `J` is a two-body term plus a three-body term in `u'`.
-/
theorem sum_sq_deriv_jastrow {u : ℝ → ℝ} (hu : ∀ r, u (-r) = u r) (x : Fin N → ℝ)
    (hd : ∀ i j, i ≠ j → DifferentiableAt ℝ u (x i - x j)) :
    ∑ i, (deriv (fun t => jastrow u (Function.update x i t)) (x i)) ^ 2
      = 2 * (∑ i, ∑ j with i < j, (deriv u (x i - x j)) ^ 2)
        + 2 * (∑ i, ∑ j ∈ univ.erase i, ∑ k ∈ univ.erase i with j < k,
            deriv u (x i - x j) * deriv u (x i - x k)) := by
  have hg : ∀ (f : ℝ → ℝ) (r : ℝ), gradient f r = deriv f r := fun _ _ => gradient_eq_deriv'
  have hi : ∀ a b : ℝ, inner ℝ a b = a * b := fun a b => by simp [mul_comm]
  have h := sum_sq_particleGrad_jastrow hu x hd
  simpa only [particleGrad, hg, hi, Real.norm_eq_abs, sq_abs] using h
```

## A cusp on the line

The pair function $u(r)=c|r|$ has slopes $\pm c$ on the two sides of coalescence. In one dimension, a kink of this kind is the response of the wavefunction to a contact interaction, whose strength sets $c$.

```lean
/-- The pair function `c |r|` on the line, which has a cusp at `r = 0` when `c ≠ 0`. -/
def cusp (c r : ℝ) : ℝ := c * |r|
```

For $x_0<x_1<x_2$ the derivatives of $J$ are $-2c$, $0$ and $2c$, and their squares sum to $8c^2$. The three pairs give a two-body term of $6c^2$. The difference, $2c^2$, is the three-body term: the inner sums are $c^2$ for each outer particle and $-c^2$ for the middle one, and their total is doubled. Dropping the three-body part would thus lose a quarter of the sum in this example whenever $c\neq0$.

The proof records the slope for each sign of the separation. The ordering of the particles makes all positions distinct (`hinj`), which supplies the differentiability hypothesis, and the line formula then reduces the claim to arithmetic.

```lean
/-- For three ordered particles on a line with pair function `c |r|`, the squared derivatives of `J`
sum to `8 c ^ 2`, while the two-body term is `6 c ^ 2`. -/
theorem cusp_three_particles (c : ℝ) (x : Fin 3 → ℝ) (h01 : x 0 < x 1) (h12 : x 1 < x 2) :
    ∑ i, (deriv (fun t => jastrow (cusp c) (Function.update x i t)) (x i)) ^ 2 = 8 * c ^ 2 ∧
      2 * (∑ i, ∑ j with i < j, (deriv (cusp c) (x i - x j)) ^ 2) = 6 * c ^ 2 := by
  have hpos : ∀ r : ℝ, 0 < r → HasDerivAt (cusp c) c r := fun r hr => by
    have h := (hasDerivAt_abs_pos hr).const_mul c
    rw [mul_one] at h
    exact h
  have hneg : ∀ r : ℝ, r < 0 → HasDerivAt (cusp c) (-c) r := fun r hr => by
    have h := (hasDerivAt_abs_neg hr).const_mul c
    rw [mul_neg_one] at h
    exact h
  have d01 := (hneg (x 0 - x 1) (by linarith)).deriv
  have d02 := (hneg (x 0 - x 2) (by linarith)).deriv
  have d12 := (hneg (x 1 - x 2) (by linarith)).deriv
  have d10 := (hpos (x 1 - x 0) (by linarith)).deriv
  have d20 := (hpos (x 2 - x 0) (by linarith)).deriv
  have d21 := (hpos (x 2 - x 1) (by linarith)).deriv
  have hinj : Function.Injective x := by
    intro i j hij
    fin_cases i <;> fin_cases j <;> simp at hij ⊢ <;> linarith
  have hd : ∀ i j, i ≠ j → DifferentiableAt ℝ (cusp c) (x i - x j) := by
    intro i j hij
    rcases lt_or_gt_of_ne (sub_ne_zero.mpr (hinj.ne hij)) with h | h
    · exact (hneg _ h).differentiableAt
    · exact (hpos _ h).differentiableAt
  have htwo : 2 * (∑ i, ∑ j with i < j, (deriv (cusp c) (x i - x j)) ^ 2) = 6 * c ^ 2 := by
    simp [sum_filter, Fin.sum_univ_three, d01, d02, d12]
    ring
  refine ⟨?_, htwo⟩

  rw [sum_sq_deriv_jastrow (fun r => by simp [cusp]) x hd, htwo]
  -- before doubling, the inner sums are `c ^ 2` for each outer particle, `-c ^ 2` for the middle
  simp [sum_filter, Fin.sum_univ_three, d01, d02, d12, d10, d20, d21]
  ring

end

end TranscorrelatedGradientSquare
```

```lean
#print axioms TranscorrelatedGradientSquare.sum_sq_particleGrad_jastrow
#print axioms TranscorrelatedGradientSquare.cusp_three_particles
```

```
'TranscorrelatedGradientSquare.sum_sq_particleGrad_jastrow' depends on axioms: [propext, Classical.choice, Quot.sound]
'TranscorrelatedGradientSquare.cusp_three_particles' depends on axioms: [propext, Classical.choice, Quot.sound]
```
